# Two invertible, causal and stationary responses on a time grid have a causal, stationary kernel

A weak potential acts on a system in a stationary state, and its density is followed for two time steps. The density may respond in the same step or in the next one, but not earlier. For one spatial degree of freedom, the non-interacting (Kohn–Sham) response $\chi_0$ and the interacting response $\chi$ are

$$
\chi_0=\begin{pmatrix}a&0\\ b&a\end{pmatrix},\qquad
\chi=\begin{pmatrix}c&0\\ d&c\end{pmatrix},\qquad a,c\neq 0 .
$$

Here $a,c$ are the same-step responses and $b,d$ the responses one step later. The kernel that connects the two responses is

$$
\chi_0^{-1}-\chi^{-1}=\begin{pmatrix}1/a-1/c&0\\ d/c^2-b/a^2&1/a-1/c\end{pmatrix}.
$$

It has the same shape: zero above the diagonal and equal entries along it. The kernel turns a density change into the Hartree-exchange-correlation potential that it induces, and the lower-left entry gives the induced potential in the second step due to the density change in the first. It vanishes for a kernel that acts only within a single step.

The shape survives inversion because it amounts to commuting with a delay by one step. With $D=\begin{pmatrix}0&0\\1&0\end{pmatrix}$ and a general $2\times2$ matrix $M$,

$$
DM=\begin{pmatrix}0&0\\ M_{00}&M_{01}\end{pmatrix},\qquad
MD=\begin{pmatrix}M_{01}&0\\ M_{11}&0\end{pmatrix},
$$

so $DM=MD$ says exactly that $M_{01}=0$ and $M_{00}=M_{11}$.

## The kernel on $n$ steps

Number the steps $0,\dots,n-1$. A response $M$ is causal if $M_{ij}=0$ for $i<j$, and stationary (Toeplitz) if $M_{ij}$ depends only on $i-j$. If $\chi_0$ and $\chi$ are invertible and have both properties, then both properties also hold for

$$
f=\chi_0^{-1}-\chi^{-1}.
$$

This $f$ is the only solution of the Dyson equation $\chi=\chi_0+\chi_0 f\chi$. In TDDFT it is the grid counterpart of the Hartree-exchange-correlation kernel, not of $f_{xc}$ alone. The matrices include the time-step weight: $\chi_{ij}$ multiplies the potential in step $j$ directly.

## Storing one column instead of a matrix

A linear-response TDDFT code that extracts $f$ from responses on a finite uniform time grid can store its first column only and apply it as a convolution over the present and past density changes, provided both response matrices meet the hypotheses. Nonzero entries above the diagonal of a computed $f$ come from rounding or from input that violates the hypotheses.

## Commuting with a one-step delay

Let $D_{ij}=1$ if $i=j+1$ and $0$ otherwise. Then

$$
(DM)_{ij}=\begin{cases}M_{i-1,j}&i>0\\0&i=0\end{cases}\qquad
(MD)_{ij}=\begin{cases}M_{i,j+1}&j+1<n\\0&j+1=n\end{cases}
$$

Suppose $DM=MD$. For $i>0$ and $j+1<n$ this gives $M_{i-1,j}=M_{i,j+1}$, so entries are constant along diagonals. For $i=0$ and $j+1<n$ it gives $M_{0,j+1}=0$. An entry with $i<j$ therefore equals $M_{0,j-i}=0$, and $M$ is causal.

Conversely, let $M$ be causal and stationary. The interior entries of $DM$ and $MD$ agree by stationarity. On the boundary, the entries $M_{0,j+1}$ and $M_{i-1,n-1}$ lie above the diagonal and vanish, as required.

Multiplying $DM=MD$ by $M^{-1}$ on both sides gives $M^{-1}D=DM^{-1}$. So $\chi_0^{-1}$ and $\chi^{-1}$ commute with $D$, and so does their difference $f$.

The argument also runs backwards. If $\chi_0$ and $f$ commute with $D$, so does $\chi^{-1}=\chi_0^{-1}-f$, and hence $\chi$.

For the Dyson equation, multiply by $\chi_0^{-1}$ on the left and $\chi^{-1}$ on the right to get $\chi_0^{-1}=\chi^{-1}+f$. Multiplying back restores the equation.

Finally, for numerical entries and at least one step, the determinant of a causal stationary $\chi$ is $\chi_{00}$ to the power of the number of steps. Such a response is invertible exactly when $\chi_{00}\neq0$.

## Lean source

```lean
import Mathlib

open Matrix

namespace CausalKernel

variable {n : ℕ} {R : Type*} [Ring R]

/-- A response matrix on `n` time steps is causal if the response at time `i` to a perturbation
at a later time `j` vanishes. -/
def IsCausal (M : Matrix (Fin n) (Fin n) R) : Prop :=
  ∀ i j, i < j → M i j = 0

/-- A response matrix is stationary (Toeplitz) if its entries agree whenever the time differences
`i - j` and `k - l` agree; the condition is written without subtraction. -/
def IsStationary (M : Matrix (Fin n) (Fin n) R) : Prop :=
  ∀ i j k l : Fin n, (i : ℕ) + (l : ℕ) = (k : ℕ) + (j : ℕ) → M i j = M k l

/-- The delay matrix moves a signal one time step later and drops its last value. -/
def delay (n : ℕ) (R : Type*) [Ring R] : Matrix (Fin n) (Fin n) R :=
  fun i j => if (i : ℕ) = (j : ℕ) + 1 then 1 else 0

/-- The interaction kernel `χ₀⁻¹ - χ⁻¹` of two invertible responses in a ring of operators. -/
def kernel {A : Type*} [Ring A] (χ₀ χ : Aˣ) : A :=
  (χ₀⁻¹).val - (χ⁻¹).val

/-- For invertible responses, the Dyson equation `χ = χ₀ + χ₀ f χ` holds exactly when `f` is the
kernel `χ₀⁻¹ - χ⁻¹`. -/
theorem dyson_iff {A : Type*} [Ring A] (χ₀ χ : Aˣ) (f : A) :
    χ.val = χ₀.val + χ₀.val * f * χ.val ↔ f = kernel χ₀ χ := by
  constructor
  · intro h
    have h1 : χ₀.val * f * χ.val = χ.val - χ₀.val :=
      eq_sub_of_add_eq' h.symm
    -- strip the responses from both sides
    calc f = (χ₀⁻¹).val * (χ₀.val * f * χ.val) * (χ⁻¹).val := by
          rw [mul_assoc χ₀.val, Units.inv_mul_cancel_left, Units.mul_inv_cancel_right]
      _ = kernel χ₀ χ := by
          rw [kernel, h1, mul_sub, sub_mul, Units.mul_inv_cancel_right, Units.inv_mul, one_mul]
  · intro h
    rw [h, kernel, mul_sub, sub_mul, Units.mul_inv, one_mul, Units.inv_mul_cancel_right,
      add_sub_cancel]

/-- Delaying the output of a response moves its rows down by one time step. -/
theorem delay_mul_apply (M : Matrix (Fin n) (Fin n) R) (i j : Fin n) :
    (delay n R * M) i j =
      if _h : 0 < (i : ℕ) then M ⟨(i : ℕ) - 1, by omega⟩ j else 0 := by
  rw [Matrix.mul_apply]
  by_cases h : 0 < (i : ℕ)
  · have e : ∀ b : Fin n, delay n R i b =
        if b = ⟨(i : ℕ) - 1, by omega⟩ then 1 else 0 := by
      intro b
      unfold delay
      refine if_congr ?_ rfl rfl
      rw [Fin.ext_iff]
      change (i : ℕ) = (b : ℕ) + 1 ↔ (b : ℕ) = (i : ℕ) - 1
      omega
    rw [dif_pos h]
    simp [e]
  · have e : ∀ b : Fin n, delay n R i b = 0 := by
      intro b
      unfold delay
      exact if_neg (by omega)
    rw [dif_neg h]
    simp [e]

/-- Delaying the input of a response moves its columns to the left by one time step. -/
theorem mul_delay_apply (M : Matrix (Fin n) (Fin n) R) (i j : Fin n) :
    (M * delay n R) i j =
      if h : (j : ℕ) + 1 < n then M i ⟨(j : ℕ) + 1, h⟩ else 0 := by
  rw [Matrix.mul_apply]
  by_cases h : (j : ℕ) + 1 < n
  · have e : ∀ b : Fin n, delay n R b j = if b = ⟨(j : ℕ) + 1, h⟩ then 1 else 0 := by
      intro b
      unfold delay
      exact if_congr ⟨fun h' => Fin.ext h', fun h' => congrArg Fin.val h'⟩ rfl rfl
    rw [dif_pos h]
    simp [e]
  · have e : ∀ b : Fin n, delay n R b j = 0 := by
      intro b
      have hb := b.isLt
      unfold delay
      exact if_neg (by omega)
    rw [dif_neg h]
    simp [e]

/-- A response commutes with the delay exactly when it is causal and stationary. -/
theorem commute_delay_iff (M : Matrix (Fin n) (Fin n) R) :
    Commute (delay n R) M ↔ IsCausal M ∧ IsStationary M := by
  constructor
  · intro h
    have entry : ∀ i j, (delay n R * M) i j = (M * delay n R) i j :=
      fun i j => by rw [h.eq]
    -- interior entries: one step along a diagonal changes nothing
    have step : ∀ a b (ha : a + 1 < n) (hb : b + 1 < n),
        M ⟨a + 1, ha⟩ ⟨b + 1, hb⟩ = M ⟨a, by omega⟩ ⟨b, by omega⟩ := by
      intro a b ha hb
      have e := entry ⟨a + 1, ha⟩ ⟨b, by omega⟩
      rw [delay_mul_apply, mul_delay_apply, dif_pos (Nat.succ_pos a), dif_pos hb] at e
      exact e.symm
    -- first row: nothing responds before the perturbation
    have row : ∀ b (hb : b + 1 < n), M ⟨0, by omega⟩ ⟨b + 1, hb⟩ = 0 := by
      intro b hb
      have e := entry ⟨0, by omega⟩ ⟨b, by omega⟩
      rw [delay_mul_apply, mul_delay_apply, dif_neg (Nat.lt_irrefl 0), dif_pos hb] at e
      exact e.symm
    have shift : ∀ d a b (ha : a + d < n) (hb : b + d < n),
        M ⟨a + d, ha⟩ ⟨b + d, hb⟩ = M ⟨a, by omega⟩ ⟨b, by omega⟩ := by
      intro d
      induction d with
      | zero => intro a b ha hb; rfl
      | succ d ih =>
        intro a b ha hb
        exact (step (a + d) (b + d) ha hb).trans (ih a b (by omega) (by omega))
    constructor
    · rintro ⟨i, hi⟩ ⟨j, hj⟩ hij
      change i < j at hij
      obtain ⟨b, rfl⟩ : ∃ b, j = b + 1 + i := ⟨j - i - 1, by omega⟩
      have e := shift i 0 (b + 1) (by omega) hj
      simp only [Nat.zero_add] at e
      exact e.trans (row b (by omega))
    · rintro ⟨i, hi⟩ ⟨j, hj⟩ ⟨k, hk⟩ ⟨l, hl⟩ e
      change i + l = k + j at e
      rcases le_total i k with h' | h'
      · obtain ⟨d, rfl⟩ := Nat.exists_eq_add_of_le h'
        obtain rfl : l = j + d := by omega
        exact (shift d i j hk hl).symm
      · obtain ⟨d, rfl⟩ := Nat.exists_eq_add_of_le h'
        obtain rfl : j = l + d := by omega
        exact shift d k l hi hj
  · rintro ⟨hc, hs⟩
    change delay n R * M = M * delay n R
    ext i j
    have hi := i.isLt
    rw [delay_mul_apply, mul_delay_apply]
    by_cases h1 : 0 < (i : ℕ) <;> by_cases h2 : (j : ℕ) + 1 < n
    · rw [dif_pos h1, dif_pos h2]
      exact hs _ _ _ _ (by change (i : ℕ) - 1 + ((j : ℕ) + 1) = (i : ℕ) + (j : ℕ); omega)
    · rw [dif_pos h1, dif_neg h2]
      exact hc _ _ (by change (i : ℕ) - 1 < (j : ℕ); omega)
    · rw [dif_neg h1, dif_pos h2]
      exact (hc _ _ (by change (i : ℕ) < (j : ℕ) + 1; omega)).symm
    · rw [dif_neg h1, dif_neg h2]

/-- If two invertible responses are causal and stationary, then their kernel `χ₀⁻¹ - χ⁻¹` is
causal and depends only on time differences. -/
theorem kernel_causal_stationary (χ₀ χ : (Matrix (Fin n) (Fin n) R)ˣ)
    (h₀ : IsCausal χ₀.val ∧ IsStationary χ₀.val) (h : IsCausal χ.val ∧ IsStationary χ.val) :
    IsCausal (kernel χ₀ χ) ∧ IsStationary (kernel χ₀ χ) := by
  rw [← commute_delay_iff] at h₀ h ⊢
  exact h₀.units_inv_right.sub_right h.units_inv_right

/-- For an invertible, causal and stationary `χ₀`, an invertible response `χ` is causal and
stationary exactly when the kernel `χ₀⁻¹ - χ⁻¹` is. -/
theorem response_iff_kernel (χ₀ χ : (Matrix (Fin n) (Fin n) R)ˣ)
    (h₀ : IsCausal χ₀.val ∧ IsStationary χ₀.val) :
    (IsCausal χ.val ∧ IsStationary χ.val) ↔
      (IsCausal (kernel χ₀ χ) ∧ IsStationary (kernel χ₀ χ)) := by
  refine ⟨kernel_causal_stationary χ₀ χ h₀, fun hk => ?_⟩
  rw [← commute_delay_iff] at h₀ hk ⊢
  -- the inverse response is the difference of two matrices that commute with the delay
  have e : (χ₀⁻¹).val - kernel χ₀ χ = (χ⁻¹).val := by rw [kernel, sub_sub_cancel]
  have hinv := h₀.units_inv_right.sub_right hk
  rw [e] at hinv
  have h := hinv.units_inv_right
  rwa [inv_inv] at h

/-- Over a field and on at least one time step, a causal stationary response is invertible
exactly when its instantaneous response is nonzero. -/
theorem invertible_iff_instantaneous {K : Type*} [Field K]
    (χ : Matrix (Fin (n + 1)) (Fin (n + 1)) K) (hc : IsCausal χ) (hs : IsStationary χ) :
    IsUnit χ ↔ χ 0 0 ≠ 0 := by
  have diag : ∀ i, χ i i = χ 0 0 := fun i => hs i i 0 0 (Nat.add_comm _ _)
  -- the determinant is a power of the common diagonal entry
  have hd : χ.det = χ 0 0 ^ (n + 1) := by
    rw [Matrix.det_of_isLowerTriangular χ
      (fun i j h => hc i j (OrderDual.toDual_lt_toDual.mp h)),
      Finset.prod_congr rfl (fun i _ => diag i), Finset.prod_const, Finset.card_univ,
      Fintype.card_fin]
  rw [Matrix.isUnit_iff_isUnit_det, hd, isUnit_iff_ne_zero]
  exact pow_ne_zero_iff (Nat.succ_ne_zero n)

end CausalKernel
```

```lean
#print axioms CausalKernel.dyson_iff
#print axioms CausalKernel.kernel_causal_stationary
#print axioms CausalKernel.response_iff_kernel
#print axioms CausalKernel.invertible_iff_instantaneous
```

```
'CausalKernel.dyson_iff' depends on axioms: [propext]
'CausalKernel.kernel_causal_stationary' depends on axioms: [propext, Classical.choice, Quot.sound]
'CausalKernel.response_iff_kernel' depends on axioms: [propext, Classical.choice, Quot.sound]
'CausalKernel.invertible_iff_instantaneous' depends on axioms: [propext, Classical.choice, Quot.sound]
```

## Reading the theorems and their proofs

A response is a `Matrix (Fin n) (Fin n) R`, with the row as response time and the column as perturbation time. The entries lie in any ring `R`: real numbers for one degree of freedom, or square matrices over a spatial basis. `IsStationary` writes $i-j=k-l$ as $i+l=k+j$, since subtraction of natural numbers truncates. Invertibility is part of the type: `χ₀` and `χ` are units, marked by `ˣ`, and `.val` is the matrix itself.

`kernel_causal_stationary` is the main result, `response_iff_kernel` adds the converse for a given causal stationary `χ₀`, and `dyson_iff` identifies the kernel.

`delay_mul_apply` and `mul_delay_apply` compute the two products above. In `commute_delay_iff`, `step` is the interior equation, `row` the first-row equation, and `shift` repeats `step` by induction; the converse splits into the interior and boundary cases. The main theorem then needs only `units_inv_right` for inverses and `sub_right` for the difference. `invertible_iff_instantaneous` uses the determinant of a triangular matrix and requires entries in a field, so it does not apply to spatial matrices.

## Without causality, the Toeplitz form can be lost

Take $\chi_0=1$ on three steps and a $\chi$ that is stationary but not causal:

$$
\chi=\begin{pmatrix}1&1&0\\1&1&1\\0&1&1\end{pmatrix},\qquad
\chi^{-1}=\begin{pmatrix}0&1&-1\\1&-1&1\\-1&1&0\end{pmatrix}.
$$

The diagonal of $\chi_0^{-1}-\chi^{-1}$ is $(1,2,1)$. Stationarity of both responses alone does not make the kernel stationary.

## Singular density responses and the continuum limit

Invertibility is assumed, and physical data can violate it. Density operators at equal times commute, so a density response sampled at zero delay has $\chi_{00}=0$ and gives a singular matrix. Reading the density at the end of the step in which the potential acts can give a nonzero entry. With several spatial functions, a uniform potential produces no density change, so the basis must be chosen such that it cannot represent one.

The theorems hold at each fixed $n$. The step from there to a kernel in continuous time, with the time step going to zero, needs a separate argument. In particular, nonzero entries of $f$ below the diagonal do not by themselves show memory in continuous time: sampling can produce them even when the continuous kernel is instantaneous. Nor do the theorems bound how rounding or noise in $\chi$ is amplified by the inversion, which can be severe when $\chi_{00}$ is small compared with the later responses.
